# The identity GΓG† = i(G − G†) for the Green's function of a finite open system with Hermitian broadening

The device is described by a finite complex matrix `H`, its Hamiltonian, and a matrix `Γ`, its total broadening, both Hermitian; `E` is a real energy. If `G` is the inverse of K = E − H + iΓ/2, the theorem states that GΓG† = i(G − G†), which is the spectral function written in two ways. That the inverse exists is a hypothesis, and `Γ` need not be positive. The proof computes K − K† = iΓ, multiplies by `G` on the left and G† on the right to get G† − G, and then removes the factor i.

The first attempt, which Lean rejects:

```lean
import Mathlib

open Matrix Complex
open scoped ComplexOrder MatrixOrder

namespace SpectralIdentity

noncomputable section

variable {n p q : Type*} [Fintype n] [DecidableEq n] [Fintype p] [DecidableEq p]
  [Fintype q]

/-- The operator `E - H + iΓ/2` of a device with Hamiltonian `H` and total broadening `Γ`. -/
def openOperator (E : ℝ) (H Γ : Matrix n n ℂ) : Matrix n n ℂ :=
  (E : ℂ) • (1 : Matrix n n ℂ) - H + (I / 2) • Γ

/-- For Hermitian `H` and `Γ`, the inverse `G` of `E - H + iΓ/2` satisfies
`G Γ G* = i (G - G*)`. -/
theorem spectral_identity {E : ℝ} {H Γ G : Matrix n n ℂ} (hH : H.IsHermitian)
    (hΓ : Γ.IsHermitian) (hG : openOperator E H Γ * G = 1) :
    G * Γ * Gᴴ = I • (G - Gᴴ) := by
  have hGK : G * openOperator E H Γ = 1 := mul_eq_one_comm.mp hG
  have hadj : (openOperator E H Γ)ᴴ * Gᴴ = 1 := by
    rw [← conjTranspose_mul, hGK, conjTranspose_one]
  have hs : star (I / 2) = -(I / 2) := by apply Complex.ext <;> simp
  have he : star (E : ℂ) = E := Complex.conj_ofReal E
  -- the anti-Hermitian part of the operator is the broadening
  have hK : openOperator E H Γ - (openOperator E H Γ)ᴴ = I • Γ := by
    rw [openOperator, conjTranspose_add, conjTranspose_sub, conjTranspose_smul,
      conjTranspose_smul, conjTranspose_one, hH.eq, hΓ.eq, hs, he]
    module
  have h : G * (openOperator E H Γ - (openOperator E H Γ)ᴴ) * Gᴴ = Gᴴ - G := by
    rw [mul_sub, sub_mul, hGK, one_mul, mul_assoc, hadj, mul_one]
  rw [hK, mul_smul_comm, smul_mul_assoc] at h
  calc G * Γ * Gᴴ = (-I) • (I • (G * Γ * Gᴴ)) := by rw [smul_smul]; simp
    _ = I • (G - Gᴴ) := by rw [h]; module

end

end SpectralIdentity
```

Messages:

```
Main.lean:25:39: error: unsolved goals
case a
n : Type u_1
inst✝¹ : Fintype n
inst✝ : DecidableEq n
E : ℝ
H Γ G : Matrix n n ℂ
hH : H.IsHermitian
hΓ : Γ.IsHermitian
hG : openOperator E H Γ * G = 1
hGK : G * openOperator E H Γ = 1
hadj : (openOperator E H Γ)ᴴ * Gᴴ = 1
⊢ -1 / 2 = -2⁻¹
```

The mended proof, as a diff:

```diff
@@ -23,5 +23,7 @@
   have hadj : (openOperator E H Γ)ᴴ * Gᴴ = 1 := by
     rw [← conjTranspose_mul, hGK, conjTranspose_one]
-  have hs : star (I / 2) = -(I / 2) := by apply Complex.ext <;> simp
+  have hs : star (I / 2) = -(I / 2) := by
+    apply Complex.ext <;> simp
+    norm_num
   have he : star (E : ℂ) = E := Complex.conj_ofReal E
   -- the anti-Hermitian part of the operator is the broadening
```

Diagnosis. The error is in the auxiliary fact `hs`, which says that the complex conjugate of i/2 is −i/2. `Complex.ext` reduces this equality of complex numbers to two equalities of real numbers, one for the real parts and one for the imaginary parts, and `<;> simp` runs `simp` on both. The real parts are both zero and give no trouble. For the imaginary parts `simp` stops at `-1 / 2 = -2⁻¹`.

That equation is true, but `simp` has left the same number in two forms, a quotient with numerator −1 on the left and the negative of an inverse on the right, and it does not bring them together. Since nothing follows `simp`, the goal stays open and Lean reports it as unsolved.

The repair adds `norm_num` on a line of its own, where it acts on the one goal that remains. It does the arithmetic, finds that both sides are the same rational number, and closes the goal. Splitting the `by` block over several lines only makes room for this step.
